# Energy noise $e$ moves the minimizer of an $m$-strongly convex energy by at most $2\sqrt{e/m}$

## A dimer that moves while its energy stays put

I am relaxing a weakly bound dimer with a semilocal functional whose energies depend slightly on the integration grid. Along the whole separation curve, the coarse grid agrees with my fine-grid reference to 0.1 meV, which I would call converged. The two minimum energies agree just as well, yet the equilibrium separations differ by more than a tenth of an ångström. A stiff bond treated with the same grids hardly moves. Is my optimizer at fault, or can so little energy noise move a structure so far?

## The worst-case displacement scales as the square root of noise over stiffness

It can, if the mode is soft. Let $E$ be the reference energy, with minimizer $x_0$, and $F$ the computed energy, with $|F-E|\le e$ at every structure. Let $m>0$ be a stiffness: $E$ is $m$-strongly convex, meaning that for all structures $x,y$ and all $t\in[0,1]$

$$E(tx+(1-t)y)\le tE(x)+(1-t)E(y)-t(1-t)\frac m2\|x-y\|^2 .$$

For a smooth curve in one coordinate this says that the curvature is at least $m$ everywhere. Here $m$ is a force constant and not a mass, $e$ is an energy and not a charge, and $F$ is an energy and not a force.

**Growth around the minimum.** Take $y=x_0$ and $0<t<1$. Since $x_0$ minimizes $E$, the left side is at least $E(x_0)$. Subtracting $E(x_0)$ and dividing by $t$ gives

$$(1-t)\frac m2\|x-x_0\|^2\le E(x)-E(x_0).$$

Letting $t\to0$ gives $E(x)\ge E(x_0)+\frac m2\|x-x_0\|^2$.

**Displacement.** Suppose the optimizer stops at $x_1$ with $F(x_1)\le F(y)+\delta$ for every $y$. Then

$$\frac m2\|x_1-x_0\|^2\le E(x_1)-E(x_0)\le F(x_1)-F(x_0)+2e\le 2e+\delta ,$$

so $\|x_1-x_0\|\le\sqrt{2(2e+\delta)/m}$. For an exact minimizer $\delta=0$, and the bound is $2\sqrt{e/m}$.

**Minimum energy.** This is much less sensitive. Let $x_1$ now be an exact minimizer of $F$. On one side $F(x_1)\le F(x_0)\le E(x_0)+e$, and on the other $F(x_1)\ge E(x_1)-e\ge E(x_0)-e$. The minimum energy shifts by at most $e$, whatever the stiffness.

**A case that reaches the bound.** Let $W(x)=\frac m2\|x\|^2$ and $F=\max(W-e,\,e)$. Clearly $F\ge W-e$, and $F\le W+e$ because $W\ge0$. The lowest value of $F$ is $e$, taken exactly where $W\le2e$, that is, where $\|x\|\le2\sqrt{e/m}$. On the line, the end point of this flat bottom is a minimizer at the full distance. Choosing $m=4e/L^2$ makes that distance any prescribed length $L>0$, however small the noise $e>0$.

**Numbers.** With $e=10^{-4}$ eV and an illustrative soft stiffness $m=0.01$ eV/Å$^2$, $e/m=0.01$ Å$^2$ and the bound is $0.2$ Å. A stiff mode with $m=100$ eV/Å$^2$ gives $0.002$ Å. If the soft optimization also stops $\delta=0.25$ meV above the lowest noisy energy, the bound grows to $\sqrt{2\cdot0.45\cdot10^{-3}/0.01}=0.3$ Å. If your mode is this soft, a shift between 0.1 and 0.2 Å is therefore compatible with a working optimizer.

**Where the factor goes wrong.** The noise enters twice, once at $x_1$ and once at $x_0$. Counting it once gives $\sqrt{2e/m}$, which the flat-bottomed well contradicts for every $e>0$.

Here is the argument in Lean 4 with Mathlib.

```lean
import Mathlib

open Set

namespace EnergyNoiseGeometry

noncomputable section

variable {V : Type*} [NormedAddCommGroup V] [InnerProductSpace ℝ V]

/-- The structure `x` is a global minimizer of the energy surface `E`. -/
def IsMinimizer (E : V → ℝ) (x : V) : Prop := ∀ y, E x ≤ E y

/-- The computed energy `F` differs from the energy `E` by at most `e` at every structure. -/
def WithinNoise (F E : V → ℝ) (e : ℝ) : Prop := ∀ x, |F x - E x| ≤ e

/-- The harmonic energy surface `m ‖x‖² / 2` with stiffness `m`. -/
def harmonicWell (m : ℝ) (x : V) : ℝ := m / 2 * ‖x‖ ^ 2

/-- The harmonic well lowered by `e` and cut off from below at the energy `e`. -/
def flattenedWell (m e : ℝ) (x : V) : ℝ := max (harmonicWell m x - e) e

/-- An `m`-strongly convex energy rises at least as fast as a harmonic well of
stiffness `m` around its minimizer. -/
theorem quadratic_growth {m : ℝ} {E : V → ℝ} {x₀ : V}
    (hE : StrongConvexOn univ m E) (h₀ : IsMinimizer E x₀) (x : V) :
    E x₀ + m / 2 * ‖x - x₀‖ ^ 2 ≤ E x := by
  -- a bound `D ≥ 0` that holds with the factor `1 - t` for all `0 < t < 1` holds without it
  have limit : ∀ K D : ℝ, 0 ≤ D →
      (∀ t : ℝ, 0 < t → t < 1 → (1 - t) * K ≤ D) → K ≤ D := by
    intro K D hD h
    by_contra hlt
    have hlt' : D < K := not_le.1 hlt
    have hK : 0 < K := by linarith
    have hK' : K ≠ 0 := hK.ne'
    obtain ⟨t, ht, ht1, htK⟩ : ∃ t : ℝ, 0 < t ∧ t < 1 ∧ t * K = (K - D) / 2 := by
      refine ⟨(K - D) / (2 * K), div_pos (by linarith) (by linarith), ?_, by field_simp⟩
      rw [div_lt_one (by linarith)]
      linarith
    nlinarith [h t ht ht1, htK]
  have key := limit (m / 2 * ‖x - x₀‖ ^ 2) (E x - E x₀) (sub_nonneg.2 (h₀ x)) (by
    intro t ht ht1
    -- strong convexity on the segment from the minimizer to `x`
    have h := hE.2 (mem_univ x) (mem_univ x₀) ht.le (sub_nonneg.2 ht1.le) (by ring)
    have h' := h₀ (t • x + (1 - t) • x₀)
    simp only [smul_eq_mul] at h
    have h2 : t * ((1 - t) * (m / 2 * ‖x - x₀‖ ^ 2)) ≤ t * (E x - E x₀) := by
      nlinarith [h, h']
    exact le_of_mul_le_mul_left h2 ht)
  linarith

/-- If an optimizer stops at a structure whose noisy energy exceeds no other by more than `δ`, that
structure lies within `√(2(2e + δ)/m)` of the minimizer of the `m`-strongly convex energy, for
`m > 0` and noise at most `e`. -/
theorem near_minimizer_displacement {m e δ : ℝ} {E F : V → ℝ} {x₀ x₁ : V} (hm : 0 < m)
    (hE : StrongConvexOn univ m E) (h₀ : IsMinimizer E x₀) (hF : WithinNoise F E e)
    (h₁ : ∀ y, F x₁ ≤ F y + δ) :
    ‖x₁ - x₀‖ ≤ √(2 * (2 * e + δ) / m) := by
  have hg := quadratic_growth hE h₀ x₁
  have ha := abs_le.1 (hF x₁)
  have hb := abs_le.1 (hF x₀)
  have hsq : ‖x₁ - x₀‖ ^ 2 ≤ 2 * (2 * e + δ) / m := by
    rw [le_div_iff₀ hm]
    linarith [h₁ x₀, ha.1, hb.2]
  exact (le_abs_self _).trans (Real.abs_le_sqrt hsq)

/-- Every minimizer of an energy `F` that stays within `e` of an `m`-strongly convex
energy `E`, `m > 0`, lies within `2√(e/m)` of the minimizer of `E`. -/
theorem minimizer_displacement {m e : ℝ} {E F : V → ℝ} {x₀ x₁ : V} (hm : 0 < m)
    (hE : StrongConvexOn univ m E) (h₀ : IsMinimizer E x₀) (hF : WithinNoise F E e)
    (h₁ : IsMinimizer F x₁) :
    ‖x₁ - x₀‖ ≤ 2 * √(e / m) := by
  have h := near_minimizer_displacement (δ := 0) hm hE h₀ hF
    (fun y => by linarith [h₁ y])
  have h4 : 2 * (2 * e + 0) / m = 2 ^ 2 * (e / m) := by ring
  rwa [h4, Real.sqrt_mul (by positivity), Real.sqrt_sq (by norm_num)] at h

omit [NormedAddCommGroup V] [InnerProductSpace ℝ V] in
/-- If `F` stays within `e` of `E` and both have minimizers, their minimum energies differ
by at most `e`. -/
theorem minimum_energy_error {e : ℝ} {E F : V → ℝ} {x₀ x₁ : V}
    (h₀ : IsMinimizer E x₀) (hF : WithinNoise F E e) (h₁ : IsMinimizer F x₁) :
    |F x₁ - E x₀| ≤ e := by
  have ha := abs_le.1 (hF x₁)
  have hb := abs_le.1 (hF x₀)
  exact abs_le.2 ⟨by linarith [h₀ x₁, ha.1], by linarith [h₁ x₀, hb.2]⟩

/-- For `m ≥ 0` the harmonic well of stiffness `m` is `m`-strongly convex and the origin is a
minimizer. -/
theorem harmonicWell_spec {m : ℝ} (hm : 0 ≤ m) :
    StrongConvexOn univ m (harmonicWell m : V → ℝ) ∧
      IsMinimizer (harmonicWell m : V → ℝ) 0 := by
  constructor
  · refine ⟨convex_univ, ?_⟩
    intro x _ y _ a b _ _ hab
    have h : ‖a • x + b • y‖ ^ 2 = a * ‖x‖ ^ 2 + b * ‖y‖ ^ 2 - a * b * ‖x - y‖ ^ 2 := by
      obtain rfl : b = 1 - a := by linarith
      rw [norm_add_sq_real, norm_sub_sq_real, norm_smul, norm_smul, real_inner_smul_left,
        real_inner_smul_right, mul_pow, mul_pow, Real.norm_eq_abs, Real.norm_eq_abs,
        sq_abs, sq_abs]
      ring
    simp only [harmonicWell, smul_eq_mul]
    rw [h]
    apply le_of_eq
    ring
  · intro y
    have hy : 0 ≤ m / 2 * ‖y‖ ^ 2 := by positivity
    simp only [harmonicWell, norm_zero]
    linarith

omit [InnerProductSpace ℝ V] in
/-- For `m ≥ 0` and `e ≥ 0` the flattened well stays within `e` of the harmonic well. -/
theorem flattenedWell_withinNoise {m e : ℝ} (hm : 0 ≤ m) (he : 0 ≤ e) :
    WithinNoise (flattenedWell m e : V → ℝ) (harmonicWell m) e := by
  intro x
  have hx : 0 ≤ harmonicWell m x := by
    unfold harmonicWell
    positivity
  have hu : max (harmonicWell m x - e) e ≤ harmonicWell m x + e :=
    max_le (by linarith) (by linarith)
  have hl := le_max_left (harmonicWell m x - e) e
  unfold flattenedWell
  exact abs_le.2 ⟨by linarith, by linarith⟩

/-- For `m > 0` and `e ≥ 0` the minimizers of the flattened well are exactly the
structures within `2√(e/m)` of the origin. -/
theorem flattenedWell_minimizer_iff {m e : ℝ} (hm : 0 < m) (he : 0 ≤ e) (x : V) :
    IsMinimizer (flattenedWell m e : V → ℝ) x ↔ ‖x‖ ≤ 2 * √(e / m) := by
  constructor
  · intro h
    -- the general bound, applied to the harmonic well
    have hd := minimizer_displacement hm (harmonicWell_spec hm.le).1
      (harmonicWell_spec hm.le).2 (flattenedWell_withinNoise hm.le he) h
    rwa [sub_zero] at hd
  · intro h y
    have hs : ‖x‖ ^ 2 ≤ 4 * (e / m) := by
      have h2 := pow_le_pow_left₀ (norm_nonneg x) h 2
      rw [mul_pow, Real.sq_sqrt (div_nonneg he hm.le)] at h2
      linarith
    have hme : m * (e / m) = e := by field_simp
    -- inside the ball the harmonic energy is at most `2e`, so the cutoff is active
    have hx : harmonicWell m x ≤ 2 * e := by
      calc m / 2 * ‖x‖ ^ 2 ≤ m / 2 * (4 * (e / m)) :=
            mul_le_mul_of_nonneg_left hs (by positivity)
        _ = 2 * (m * (e / m)) := by ring
        _ = 2 * e := by rw [hme]
    exact (max_le (by linarith) le_rfl).trans (le_max_right _ _)

/-- On the line, for `m > 0` and `e ≥ 0`, the flattened well has a minimizer at distance
exactly `2√(e/m)` from the origin. -/
theorem displacement_attained {m e : ℝ} (hm : 0 < m) (he : 0 ≤ e) :
    IsMinimizer (flattenedWell m e : ℝ → ℝ) (2 * √(e / m)) := by
  rw [flattenedWell_minimizer_iff hm he]
  exact (Real.norm_of_nonneg (by positivity)).le

/-- For any noise `e > 0` and any length `L > 0`, the harmonic well on the line with
stiffness `4e/L²` admits an energy within `e` of it that has a minimizer at `L`. -/
theorem soft_mode_displacement {e L : ℝ} (he : 0 < e) (hL : 0 < L) :
    WithinNoise (flattenedWell (4 * e / L ^ 2) e : ℝ → ℝ) (harmonicWell (4 * e / L ^ 2)) e ∧
      IsMinimizer (flattenedWell (4 * e / L ^ 2) e : ℝ → ℝ) L := by
  have hm : 0 < 4 * e / L ^ 2 := by positivity
  refine ⟨flattenedWell_withinNoise hm.le he.le, ?_⟩
  have hq : e / (4 * e / L ^ 2) = (L / 2) ^ 2 := by
    field_simp
    ring
  have h := displacement_attained hm he.le
  rw [hq, Real.sqrt_sq (by positivity)] at h
  have h2 : 2 * (L / 2) = L := by ring
  rwa [h2] at h

end

end EnergyNoiseGeometry
```

```lean
#print axioms EnergyNoiseGeometry.near_minimizer_displacement
#print axioms EnergyNoiseGeometry.minimum_energy_error
#print axioms EnergyNoiseGeometry.soft_mode_displacement
```

```
'EnergyNoiseGeometry.near_minimizer_displacement' depends on axioms: [propext, Classical.choice, Quot.sound]
'EnergyNoiseGeometry.minimum_energy_error' depends on axioms: [propext, Classical.choice, Quot.sound]
'EnergyNoiseGeometry.soft_mode_displacement' depends on axioms: [propext, Classical.choice, Quot.sound]
```

### What the Lean statements say about structures and energies

Structures are points of a real inner product space `V`; your separation coordinate is the case `ℝ`. The dimension is arbitrary. Energies are plain functions `V → ℝ`, and `F` needs neither continuity nor convexity, so grid ripples and jumps are allowed.

`IsMinimizer E x` means a global minimizer. `WithinNoise F E e` is the uniform bound $|F-E|\le e$. `StrongConvexOn univ m E` is the inequality displayed at the start, on the whole space and with Mathlib's factor $m/2$, so that `harmonicWell m` has strong convexity constant exactly the force constant $m$. The condition $m>0$ stands for a restoring force in every direction. It excludes free translations and rotations, so these must be removed from the coordinates first.

`minimizer_displacement` says that, under these hypotheses, any minimizer `x₁` of `F` satisfies `‖x₁ - x₀‖ ≤ 2 * √(e / m)`. It needs no separate assumption $e\ge0$, because the noise bound implies it. Both minimizers are given, and their existence is not derived. `near_minimizer_displacement` is the version with the stopping error $\delta$, and `minimum_energy_error` bounds the energy shift.

For sharpness, `flattenedWell_minimizer_iff` identifies all minimizers of the flat-bottomed well, `displacement_attained` places one at the full distance on the line, and `soft_mode_displacement` is the version with a prescribed $L$.

The step from here to your dimer is global convexity. A real binding curve flattens towards dissociation, so it is not strongly convex everywhere. The estimate can still be applied on an interval around the minimum that contains both separations and on which the curvature stays above $m$; the derivation above carries over there, although the theorems are stated for the whole space.

Global minimality of `x₁` matters too. Lower $W$ by $e>0$ at a single point, however far out, and that point becomes a local minimizer of the noisy energy. An optimizer caught in such a dip is described by the $\delta$ version, with $\delta$ at least the height of the dip above the lowest noisy energy.

### From the segment inequality to the flat bottom

`quadratic_growth` contains the only limit. Its internal statement `limit` replaces $t\to0$ by a contradiction: if $(1-t)K\le D$ for all $0<t<1$, with $D\ge0$, but $K>D$, then $t=(K-D)/(2K)$ gives $(1-t)K=(K+D)/2>D$. The rest applies `hE.2`, the strong convexity inequality, to the segment from $x_0$ to $x$, combines it with minimality at the intermediate point, and cancels the factor $t$ with `le_of_mul_le_mul_left`.

`near_minimizer_displacement` splits the two absolute values with `abs_le`, at `x₁` and at `x₀`. These are the two contributions of $e$. `linarith` adds them to the growth bound, and `Real.abs_le_sqrt` takes the root. `minimizer_displacement` sets $\delta=0$ and pulls the factor $2^2$ out of the root. `minimum_energy_error` is the two chains of inequalities for the minimum energy.

`harmonicWell_spec` shows that the harmonic well meets the hypotheses. For $a+b=1$ it expands the inner product to

$$\|ax+by\|^2=a\|x\|^2+b\|y\|^2-ab\|x-y\|^2,$$

so the strong convexity inequality holds with equality. `flattenedWell_withinNoise` proves the two bounds on the maximum.

In `flattenedWell_minimizer_iff`, the direction from minimizer to ball is the general displacement bound applied to this pair of energies. The converse shows that $W\le2e$ inside the ball, so $F$ takes its floor value $e$ there. `displacement_attained` then only checks that $2\sqrt{e/m}$ lies in the ball, and `soft_mode_displacement` substitutes $m=4e/L^2$, for which $e/m=(L/2)^2$.

For geometry optimization in electronic structure, within a region of strong convexity, this means that a uniform bound on the energy error becomes a bound on the displacement once a positive lower bound on the stiffness is known. To guarantee a displacement of at most $L$ from this bound, ask for $e\le mL^2/4$. For the illustrative soft mode with $m=0.01$ eV/Å$^2$ and $L=0.02$ Å, that is $10^{-6}$ eV, a hundred times tighter than your present agreement.
